# For finite matrices, a fixed number of Takahashi–Imada steps has the exact trace through fourth order in the time step

Split the propagator of A + B over a short time t into a factor for A and a factor for B, and keep terms through t². With [A,B] = AB − BA,

e^{tA} e^{tB} − e^{t(A+B)} = t²[A,B]/2.

The error is a commutator, so its trace is zero. For products of many steps more is needed, and it is available: to this order,

e^{tA} e^{tB} (1 + tA/2) = (1 + tA/2) e^{t(A+B)}.

The split step is similar to the exact one, and so are their powers.

A path-integral simulation needs such traces for the partition function tr e^{−β(A+B)}, with A the kinetic and B the potential energy. With P slices, t = −β/P, so t here is minus the usual imaginary-time step. The Takahashi–Imada correction extends the similarity to fourth order.

In the code, t is an element of a commutative ℚ-algebra R. For complex matrices A and B, take R = ℂ[t]/(t⁵): an equation in R then says that the coefficients of t⁰ to t⁴ agree. A nonzero number t does not satisfy t⁵ = 0. The orders are also counted at fixed P. In a simulation β is fixed instead, and the errors of order t⁵ from P = β/|t| slices add up: for given finite matrices the error of the trace is then O(t⁴), that is O(1/P⁴). This estimate is not proved here, and unbounded operators need one of their own.

```lean
import Mathlib

noncomputable section

namespace TakahashiImada

variable {n R : Type*} [Fintype n] [DecidableEq n] [CommRing R] [Algebra ℚ R]
```

## The corrected step

Write e(X) for the exponential series through X⁴/24. If t⁵ = 0, e(tX) is the whole exponential.

```lean
/-- The exponential series of a matrix, cut after fourth order. -/
def expSeries (X : Matrix n n R) : Matrix n n R :=
  1 + X + (1 / 2 : ℚ) • X ^ 2 + (1 / 6 : ℚ) • X ^ 3 + (1 / 24 : ℚ) • X ^ 4
```

Put G = [A,B].

```lean
/-- The commutator `[X, Y] = XY - YX`. -/
def comm (X Y : Matrix n n R) : Matrix n n R := X * Y - Y * X
```

The step is

T = e(tA) e(tB + t³C), C = [B,G]/24.

For the operators of one particle of mass m in continuous space, [B,G] = ħ²|∇B|²/m, a function of position like the potential itself. For matrices on a grid, with B diagonal, [B,G] has a zero diagonal instead; the theorems below use this commutator, and putting the gradient formula in its place is a further approximation.

```lean
/-- One Takahashi-Imada time step: the truncated propagator of `A` times that of `B`, where `tB` is
corrected by `t³ [B,[A,B]] / 24`. -/
def tiStep (t : R) (A B : Matrix n n R) : Matrix n n R :=
  expSeries (t • A) * expSeries (t • B + t ^ 3 • ((1 / 24 : ℚ) • comm B (comm A B)))
```

## Collecting powers of t

All matrices are written as a + tb + t²c + t³d + t⁴f.

```lean
/-- A polynomial of degree at most four in the time step `t` with matrix coefficients. -/
def series (t : R) (a b c d f : Matrix n n R) : Matrix n n R :=
  a + t • b + t ^ 2 • c + t ^ 3 • d + t ^ 4 • f
```

The matrix S that will carry the exact propagator into T is e(tA/2)(1 + t²G/24) without its t⁴ term:

S = 1 + tA/2 + t²(A²/8 + G/24) + t³(A³/48 + AG/48).

```lean
/-- The dressing matrix `1 + tA/2 + t²(A²/8 + [A,B]/24) + t³(A³/48 + A[A,B]/48)`. -/
def dressing (t : R) (A B : Matrix n n R) : Matrix n n R :=
  series t 1 ((1 / 2 : ℚ) • A) ((1 / 8 : ℚ) • A ^ 2 + (1 / 24 : ℚ) • comm A B)
    ((1 / 48 : ℚ) • A ^ 3 + (1 / 48 : ℚ) • (A * comm A B)) 0
```

In a product, the coefficient of tᵏ is the sum of aᵢbⱼ over i + j = k. Orders five to eight are multiples of t⁵ and vanish; `linear_combination` removes them.

```lean
omit [DecidableEq n] [Algebra ℚ R] in
/-- If `t^5 = 0`, two polynomials in the time step multiply by collecting the orders
zero to four. -/
theorem series_mul {t : R} (ht : t ^ 5 = 0) (a₀ a₁ a₂ a₃ a₄ b₀ b₁ b₂ b₃ b₄ : Matrix n n R) :
    series t a₀ a₁ a₂ a₃ a₄ * series t b₀ b₁ b₂ b₃ b₄ =
      series t (a₀ * b₀) (a₀ * b₁ + a₁ * b₀) (a₀ * b₂ + a₁ * b₁ + a₂ * b₀)
        (a₀ * b₃ + a₁ * b₂ + a₂ * b₁ + a₃ * b₀)
        (a₀ * b₄ + a₁ * b₃ + a₂ * b₂ + a₃ * b₁ + a₄ * b₀) := by
  have h6 : t ^ 6 = 0 := by linear_combination t * ht
  have h7 : t ^ 7 = 0 := by linear_combination t ^ 2 * ht
  have h8 : t ^ 8 = 0 := by linear_combination t ^ 3 * ht
  simp only [series, add_mul, mul_add, smul_mul_assoc, mul_smul_comm]
  -- the orders five to eight vanish
  linear_combination (norm := module) ht • (a₁ * b₄ + a₂ * b₃ + a₃ * b₂ + a₄ * b₁) +
    h6 • (a₂ * b₄ + a₃ * b₃ + a₄ * b₂) + h7 • (a₃ * b₄ + a₄ * b₃) + h8 • (a₄ * b₄)
```

For e(tX) the coefficients are Xᵏ/k!.

```lean
/-- The truncated propagator of `X`, sorted by powers of the time step. -/
theorem expSeries_smul (t : R) (X : Matrix n n R) :
    expSeries (t • X) = series t 1 X ((1 / 2 : ℚ) • X ^ 2) ((1 / 6 : ℚ) • X ^ 3)
      ((1 / 24 : ℚ) • X ^ 4) := by
  simp only [expSeries, series, smul_pow]
  rw [smul_comm (1 / 2 : ℚ) (t ^ 2), smul_comm (1 / 6 : ℚ) (t ^ 3),
    smul_comm (1 / 24 : ℚ) (t ^ 4)]
```

For X = tB + t³C and t⁵ = 0,

X² = t²B² + t⁴(BC + CB), X³ = t³B³, X⁴ = t⁴B⁴.

So C enters e(X) at third order, and (BC + CB)/2 at fourth.

```lean
/-- If `t^5 = 0`, a third-order correction `t³C` of the exponent `tB` enters the truncated
propagator at third order as `C` and at fourth order as `(BC + CB)/2`. -/
theorem expSeries_corrected {t : R} (ht : t ^ 5 = 0) (B C : Matrix n n R) :
    expSeries (t • B + t ^ 3 • C) = series t 1 B ((1 / 2 : ℚ) • (B * B))
      ((1 / 6 : ℚ) • (B * B * B) + C)
      ((1 / 24 : ℚ) • (B * B * B * B) + (1 / 2 : ℚ) • (B * C + C * B)) := by
  obtain ⟨X, hX⟩ : ∃ X, X = series t 0 B 0 C 0 := ⟨_, rfl⟩
  have hs : t • B + t ^ 3 • C = X := by rw [hX]; simp [series]
  -- powers of the corrected exponent
  have h2 : X * X = series t 0 0 (B * B) 0 (B * C + C * B) := by
    rw [hX, series_mul ht]; simp
  have h3 : X * X * X = series t 0 0 0 (B * B * B) 0 := by
    rw [h2, hX, series_mul ht]; simp
  have h4 : X * X * X * X = series t 0 0 0 0 (B * B * B * B) := by
    rw [h3, hX, series_mul ht]; simp
  have p3 : X ^ 3 = X * X * X := by simp only [pow_succ, pow_zero, one_mul]
  have p4 : X ^ 4 = X * X * X * X := by simp only [pow_succ, pow_zero, one_mul]
  rw [hs, expSeries, pow_two, p3, p4, h4, h3, h2, hX]
  simp only [series, smul_zero, zero_add, add_zero, smul_add]
  rw [smul_comm (1 / 2 : ℚ) (t ^ 2), smul_comm (1 / 2 : ℚ) (t ^ 4) (B * C),
    smul_comm (1 / 2 : ℚ) (t ^ 4) (C * B), smul_comm (1 / 6 : ℚ) (t ^ 3),
    smul_comm (1 / 24 : ℚ) (t ^ 4)]
  abel
```

Equal propagators compose. In e(tkX) e(tX) the coefficient of tᵐ is

Σᵢ kⁱ/(i!(m−i)!) Xᵐ = (k+1)ᵐ Xᵐ/m!,

which is the induction step for e(tX)ᴾ = e(tPX).

```lean
/-- If `t^5 = 0`, then `P` truncated propagators of `X` over the time `t` compose to the
truncated propagator over the time `Pt`. -/
theorem expSeries_pow {t : R} (ht : t ^ 5 = 0) (X : Matrix n n R) (P : ℕ) :
    expSeries (t • X) ^ P = expSeries (t • ((P : ℚ) • X)) := by
  induction P with
  | zero => simp [expSeries]
  | succ k ih =>
    rw [pow_succ, ih]
    simp only [expSeries_smul, series_mul ht]
    congr 1 <;> simp only [Nat.cast_add, Nat.cast_one, pow_succ, pow_zero, one_mul, mul_one,
      smul_mul_assoc, mul_smul_comm, mul_assoc] <;> module
```

## The similarity

S has the form 1 + tN, and (tN)⁵ = 0, so its inverse is 1 − tN + t²N² − t³N³ + t⁴N⁴.

```lean
omit [Algebra ℚ R] in
/-- If `t^5 = 0`, a polynomial in the time step that starts with the identity is
invertible. -/
theorem isUnit_series {t : R} (ht : t ^ 5 = 0) (b c d f : Matrix n n R) :
    IsUnit (series t 1 b c d f) := by
  have h : series t 1 b c d f = 1 + t • (b + t • c + t ^ 2 • d + t ^ 3 • f) := by
    simp only [series]
    module
  rw [h]
  exact IsNilpotent.isUnit_one_add ⟨5, by rw [smul_pow, ht, zero_smul]⟩
```

Let H = A + B and M = e(tA/2) e(tB + t³C) e(tA/2), so that T = e(tA/2) M e(−tA/2). Since M(t)M(−t) = 1, log M is odd in t:

log M = tH + t³Z.

Subtracting H³/6 from the t³ coefficient of M gives

Z = (−A²B + 2ABA − BA²)/24 + (AB² − 2BAB + B²A)/12 + C
 = −[A,G]/24 − [B,G]/12 + [B,G]/24
 = −[H,G]/24.

The factor 1/24 in C gives [A,G] and [B,G] the same coefficient, so that Z is a commutator with H. With K = 1 + t²G/24,

K(tH)K⁻¹ = tH + t³[G,H]/24 = log M,

so M = K e(tH) K⁻¹ and T e(tA/2)K = e(tA/2)K e(tH). Dropping the t⁴ term of e(tA/2)K changes both sides equally, because T and e(tH) start with 1. Hence

T S = S e(tH).

Lean checks this equation directly: `congr 1` separates the orders, `simp only` expands them into words in A and B, and `module` compares the rational coefficients.

```lean
/-- If `t^5 = 0`, the dressing matrix carries the truncated propagator of `A + B` into the
Takahashi-Imada step. -/
theorem tiStep_mul_dressing {t : R} (ht : t ^ 5 = 0) (A B : Matrix n n R) :
    tiStep t A B * dressing t A B = dressing t A B * expSeries (t • (A + B)) := by
  simp only [tiStep, dressing, expSeries_corrected ht, expSeries_smul, series_mul ht]
  -- compare the coefficients order by order
  congr 1 <;> simp only [comm, pow_succ, pow_zero, one_mul, mul_one, mul_zero,
    add_zero, zero_add, mul_add, add_mul, mul_sub, sub_mul, smul_mul_assoc, mul_smul_comm,
    smul_add, smul_sub, mul_assoc] <;> module
```

## Traces for any number of slices

From T = S e(tH) S⁻¹ follows Tᴾ = S e(tH)ᴾ S⁻¹, and cyclicity gives

tr Tᴾ = tr e(tPH).

`SemiconjBy` stores T S = S e(tH), and `pow_right` raises it to the power P.

```lean
/-- If `t^5 = 0`, the trace of `P` Takahashi-Imada steps equals the trace of the truncated
propagator of `A + B` over the time `Pt`, for every number `P` of slices. -/
theorem trace_tiStep_pow {t : R} (ht : t ^ 5 = 0) (A B : Matrix n n R) (P : ℕ) :
    (tiStep t A B ^ P).trace = (expSeries (t • ((P : ℚ) • (A + B)))).trace := by
  obtain ⟨u, hu⟩ : IsUnit (dressing t A B) := isUnit_series ht _ _ _ _
  have hs : SemiconjBy (u : Matrix n n R) (expSeries (t • (A + B))) (tiStep t A B) := by
    rw [hu]
    exact (tiStep_mul_dressing ht A B).symm
  have hp := (hs.pow_right P).eq
  rw [← expSeries_pow ht]
  -- similar matrices have the same trace
  calc (tiStep t A B ^ P).trace
      = (tiStep t A B ^ P * u * ((u⁻¹ : (Matrix n n R)ˣ) : Matrix n n R)).trace := by
        rw [mul_assoc, Units.mul_inv, mul_one]
    _ = (u * expSeries (t • (A + B)) ^ P *
          ((u⁻¹ : (Matrix n n R)ˣ) : Matrix n n R)).trace := by rw [hp]
    _ = (expSeries (t • (A + B)) ^ P).trace := by
        rw [Matrix.trace_mul_comm, ← mul_assoc, Units.inv_mul, one_mul]
```

One slice is the case P = 1.

```lean
/-- If `t^5 = 0`, a single Takahashi-Imada step has the same trace as the truncated
propagator of `A + B`. -/
theorem trace_tiStep {t : R} (ht : t ^ 5 = 0) (A B : Matrix n n R) :
    (tiStep t A B).trace = (expSeries (t • (A + B))).trace := by
  have h := trace_tiStep_pow ht A B 1
  rwa [pow_one, Nat.cast_one, one_smul] at h
```

The same similarity gives det(1 + Tᴾ) = det(1 + e(tPH)), a remark without a lemma here. For non-interacting fermions with one-particle matrix H, chemical potential included, this is the grand partition function through fourth order.

## The operator error at second order

If already t³ = 0, the correction disappears and the opening difference remains:

T − e(tH) = t²(A²/2 + AB + B²/2 − H²/2) = t²[A,B]/2.

Correct traces thus do not make T a fourth-order propagator.

```lean
/-- If `t^3 = 0`, the Takahashi-Imada step differs as a matrix from the truncated propagator
of `A + B` by `t² [A,B] / 2`. -/
theorem tiStep_sub_expSeries {t : R} (ht : t ^ 3 = 0) (A B : Matrix n n R) :
    tiStep t A B - expSeries (t • (A + B)) = t ^ 2 • ((1 / 2 : ℚ) • comm A B) := by
  have h4 : t ^ 4 = 0 := by linear_combination t * ht
  have h5 : t ^ 5 = 0 := by linear_combination t ^ 2 * ht
  -- the second-order coefficient of the step
  have key : 1 * ((1 / 2 : ℚ) • (B * B)) + A * B + ((1 / 2 : ℚ) • A ^ 2) * 1 =
      (1 / 2 : ℚ) • (A + B) ^ 2 + (1 / 2 : ℚ) • comm A B := by
    simp only [comm, pow_two, one_mul, mul_one, mul_add, add_mul]
    module
  rw [tiStep, expSeries_corrected h5, expSeries_smul, expSeries_smul, series_mul h5, key]
  simp only [series, ht, h4, zero_smul, add_zero, one_mul, mul_one]
  rw [add_comm B A, smul_add (t ^ 2)]
  abel

end TakahashiImada
```

```lean
#print axioms TakahashiImada.trace_tiStep_pow
#print axioms TakahashiImada.trace_tiStep
#print axioms TakahashiImada.tiStep_sub_expSeries
```

```
'TakahashiImada.trace_tiStep_pow' depends on axioms: [propext, Classical.choice, Quot.sound]
'TakahashiImada.trace_tiStep' depends on axioms: [propext, Classical.choice, Quot.sound]
'TakahashiImada.tiStep_sub_expSeries' depends on axioms: [propext, Classical.choice, Quot.sound]
```
